# The alternating sum of inverse squares is π²/12

The series 1 − 1/4 + 1/9 − … has sum π²/12, a number that also turns up in integrals over the Fermi–Dirac distribution, though the declaration concerns the series alone and assumes no physical model. Its index runs over all natural numbers, and the term at zero does no harm because Lean sets division by zero to zero. The proof starts from the known sum of all inverse squares, π²/6. The even terms make up a quarter of that, π²/24, and subtracting them twice flips their signs. The attempt breaks at the first step, the sum over the even terms.

The failing Lean file:

```lean
import Mathlib

open MeasureTheory Set Filter Topology

noncomputable section

namespace HasSumAlternating

/-- The alternating sum `1 - 1/4 + 1/9 - ...` equals `π²/12`. -/
theorem hasSum_alternating :
    HasSum (fun n : ℕ => (-1 : ℝ) ^ (n + 1) / (n : ℝ) ^ 2) (Real.pi ^ 2 / 12) := by
  -- the even terms carry a quarter of ζ(2)
  have h1 : HasSum (fun k : ℕ => if Even (2 * k) then 1 / ((2 * k : ℕ) : ℝ) ^ 2 else 0)
      (Real.pi ^ 2 / 24) := by
    convert hasSum_zeta_two.mul_left (1 / 4) using 1
    · funext k
      rw [if_pos (even_two_mul k)]
      push_cast
      ring
    · ring
  have h2 : HasSum (fun k : ℕ => if Even (2 * k + 1) then 1 / ((2 * k + 1 : ℕ) : ℝ) ^ 2 else 0)
      0 := by
    convert (hasSum_zero : HasSum (fun _ : ℕ => (0 : ℝ)) 0) using 1
    funext k
    rw [if_neg (by rw [Nat.even_iff]; omega)]
  have he : HasSum (fun n : ℕ => if Even n then 1 / (n : ℝ) ^ 2 else 0)
      (Real.pi ^ 2 / 24 + 0) := HasSum.even_add_odd h1 h2
  -- subtracting them twice makes the series alternate
  have h : HasSum (fun n : ℕ => 1 / (n : ℝ) ^ 2 - 2 * (if Even n then 1 / (n : ℝ) ^ 2 else 0))
      (Real.pi ^ 2 / 6 - 2 * (Real.pi ^ 2 / 24 + 0)) := hasSum_zeta_two.sub (he.mul_left 2)
  convert h using 1
  · funext n
    rcases Nat.even_or_odd n with hn | hn
    · rw [if_pos hn, pow_succ, hn.neg_one_pow]
      ring
    · rw [if_neg (Nat.not_even_iff_odd.2 hn), pow_succ, hn.neg_one_pow]
      ring
  · ring

end HasSumAlternating
```

Messages:

```
Main.lean:16:6: error: Tactic `apply` failed: could not unify the conclusion of `@funext`
  ?f = ?g
with the goal
  Real.instAddCommMonoid =
    CommRing.toNonUnitalCommRing.toNonUnitalNonAssocCommRing.toNonUnitalNonAssocSemiring.toAddCommMonoid

Note: The full type of `@funext` is
  ∀ {α : Sort ?u.100} {β : α → Sort ?u.99} {f g : (x : α) → β x}, (∀ (x : α), f x = g x) → f = g

case e'_3
⊢ Real.instAddCommMonoid =
    CommRing.toNonUnitalCommRing.toNonUnitalNonAssocCommRing.toNonUnitalNonAssocSemiring.toAddCommMonoid
Try this:
  [apply] ring_nf
  
  The `ring` tactic failed to close the goal. Use `ring_nf` to obtain a normal form.
    
  Note that `ring` works primarily in *commutative* rings. If you have a noncommutative ring, abelian group or module, consider using `noncomm_ring`, `abel` or `module` instead.
Main.lean:20:4: error: unsolved goals
case e'_5
⊢ (fun k => if Even (k * 2) then (↑(k * 2))⁻¹ ^ 2 else 0) = fun i => (↑i)⁻¹ ^ 2 * (1 / 4)
Main.lean:14:28: error: unsolved goals
case e'_6
⊢ Real.pi ^ 2 / 24 = 1 / 4 * (Real.pi ^ 2 / 6)
```

Cause. `convert … using 1` left three goals where the script expected two. The extra one, which came first, asks that two additive structures on the reals be equal: `Real.instAddCommMonoid`, and the one that `mul_left` reaches through the ring structure. They are the same by definition, but `convert` did not close the goal by itself.

Every bullet therefore met the wrong goal. `funext k` was applied to the equation between structures, which is not an equation between functions. The `ring` meant for the values got the functions instead, and could not remove the `if`. The equation between the values, which `ring` can prove, was left with no bullet at all, hence the last error.

The repair states the two intended equations outright, as `hf` and `hv`, and proves them with the same tactics as before. After `rw [hf, hv]` the goal differs from `hasSum_zeta_two.mul_left (1 / 4)` only in how the additive structure is written, and `exact` accepts that because it compares the two by unfolding definitions.

Fix (accepted with no message):

```diff
@@ -13,10 +13,13 @@
   have h1 : HasSum (fun k : ℕ => if Even (2 * k) then 1 / ((2 * k : ℕ) : ℝ) ^ 2 else 0)
       (Real.pi ^ 2 / 24) := by
-    convert hasSum_zeta_two.mul_left (1 / 4) using 1
-    · funext k
+    have hf : (fun k : ℕ => if Even (2 * k) then 1 / ((2 * k : ℕ) : ℝ) ^ 2 else 0)
+        = fun k : ℕ => (1 / 4 : ℝ) * (1 / (k : ℝ) ^ 2) := by
+      funext k
       rw [if_pos (even_two_mul k)]
       push_cast
       ring
-    · ring
+    have hv : Real.pi ^ 2 / 24 = 1 / 4 * (Real.pi ^ 2 / 6) := by ring
+    rw [hf, hv]
+    exact hasSum_zeta_two.mul_left (1 / 4)
   have h2 : HasSum (fun k : ℕ => if Even (2 * k + 1) then 1 / ((2 * k + 1 : ℕ) : ℝ) ^ 2 else 0)
       0 := by
```
